# Tensor virial theorem in a potential V(x): bound stationary states have ⟨pᵢpⱼ⟩ = mᵢ⟨xᵢ ∂V/∂xⱼ⟩, and zero mean torque for equal masses

## A torque that is not zero as an operator

I set $\hbar=1$ and write $\mathrm i$ for the imaginary unit. The coordinates $x_i$ are Cartesian, $p_i$ are their momenta, $m_i$ the masses, and
$$H=\sum_k \frac{p_k^2}{2m_k}+V(x),\qquad V_j=\frac{\partial V}{\partial x_j}.$$

For a bound energy eigenstate I was taught the tensor form of the virial theorem, $\langle p_ip_j\rangle=m_i\langle x_iV_j\rangle$. The left side is symmetric in $i$ and $j$. The right side doesn't look symmetric at all. For one particle in a plane with $V=\tfrac12(ax_1^2+bx_2^2)+c\,x_1x_2$, where $a>0$ and $ab>c^2$ so that the states are bound, I find
$$x_1V_2-x_2V_1=(b-a)\,x_1x_2+c\,(x_1^2-x_2^2),$$
which is not the zero operator unless $a=b$ and $c=0$, and apart from that case the potential has no continuous rotational symmetry to help. Why should its average vanish? Does the order of $x_i$ and $V_j$ matter, and what happens if the two coordinates have different masses?

## Commuting momenta force the average to be symmetric

The conventions stay as you have them, with $[A,B]=AB-BA$ and
$$[x_i,p_j]=\mathrm i\,\delta_{ij},\qquad [p_i,p_j]=0,\qquad [V,x_i]=0,\qquad V_j=\mathrm i\,[p_j,V].$$
With $p_j=-\mathrm i\,\partial/\partial x_j$ the last expression is the ordinary derivative of $V$, so the force is $-V_j$. Angle brackets denote the average in a bound stationary state. The derivation uses $\langle[H,B]\rangle=0$ for the products $B=x_ip_j$; when this needs checking is discussed with the Lean hypotheses below.

The average torque vanishes because the momentum tensor is symmetric and both coordinates have the same mass. Rotational symmetry of $V$ is not needed: in a stationary state the mean angular momentum doesn't change, so the mean torque must be zero even where angular momentum is not conserved as an operator.

### From two commutators to the tensor identity

First take the velocity. Since $V$ commutes with $x_i$, only the kinetic energy contributes, and
$$[p_k^2,x_i]=p_k[p_k,x_i]+[p_k,x_i]p_k=-2\mathrm i\,\delta_{ik}\,p_k .$$
Dividing by $2m_k$ and summing over $k$ gives
$$[H,x_i]=-\frac{\mathrm i}{m_i}\,p_i .$$

Next take the force. The kinetic energy commutes with $p_j$, because the momenta commute among themselves. What remains is
$$[H,p_j]=[V,p_j]=-[p_j,V]=\mathrm i\,V_j .$$

The Leibniz rule combines the two:
$$[H,x_ip_j]=[H,x_i]\,p_j+x_i\,[H,p_j]=-\frac{\mathrm i}{m_i}\,p_ip_j+\mathrm i\,x_iV_j .$$
In a stationary state the left side averages to zero, hence
$$\langle p_ip_j\rangle=m_i\langle x_iV_j\rangle .$$

Now exchange the labels: $\langle p_jp_i\rangle=m_j\langle x_jV_i\rangle$. Since $p_ip_j=p_jp_i$, the two left sides agree, and
$$m_i\langle x_iV_j\rangle=m_j\langle x_jV_i\rangle .$$
If $m_i=m_j$, the common factor cancels and $\langle x_iV_j-x_jV_i\rangle=0$. In your example this reads $(b-a)\langle x_1x_2\rangle+c\,(\langle x_1^2\rangle-\langle x_2^2\rangle)=0$: the terms needn't vanish separately.

For different masses the same two equations give
$$\langle x_iV_j-x_jV_i\rangle=\left(\frac1{m_i}-\frac1{m_j}\right)\langle p_ip_j\rangle,$$
which is zero only if $\langle p_ip_j\rangle$ is. This doesn't contradict the mechanics. Two Cartesian coordinates of one particle normally share a mass; coordinates with different masses normally belong to different particles, and then the antisymmetric combination is not a torque. An electron with an anisotropic effective mass is an exception: its kinetic energy is not rotationally symmetric and also changes the angular momentum, so the mean torque of the potential need not vanish.

The order of $x_i$ and $V_j$ doesn't matter. By the Jacobi identity,
$$[x_i,[p_j,V]]=[[x_i,p_j],V]+[p_j,[x_i,V]]=0,$$
because $[x_i,p_j]$ is a number and $[x_i,V]=0$.

### One coordinate, and the oscillator ground state

With a single coordinate the torque statement reduces to $0=0$, and the tensor identity becomes $\langle p^2\rangle=m\langle xV'\rangle$, the familiar $2\langle T\rangle=\langle xV'\rangle$ with $T=p^2/2m$. For $m=1$ and $V=x^2/2$ we have $V'=x$, and in the ground state both sides equal $\tfrac12$.

The comment near the top of the Lean code below describes this state in algebraic form, for any finite number of coordinates. The operators there act on polynomials in variables $z_k$, with $\partial_k=\partial/\partial z_k$. The Hamiltonian becomes $H=\sum_k(z_k\partial_k+\tfrac12)$, the constant polynomial $1$ plays the part of the ground state, and evaluation at the origin supplies the average. Both $HB$ and $BH$ then average to the ground-state energy times the average of $B$, so the stationarity condition is satisfied.

### What the Lean statements say about the physics

The index type `ι` is a finite set of coordinates, not of particles: three particles in space need nine indices. The observables are elements of a complex algebra `A`, which need not be commutative. The families `x` and `p` hold positions and momenta, `V` is the potential, and `m` assigns a real mass to each coordinate. `hamiltonian m p V` is $H$, and `gradient V (p j)` is $V_j$, defined by the commutator, so no differentiation is involved.

The hypotheses match the relations above:

- `hxp` is $[x_i,p_j]=\mathrm i\,\delta_{ij}$, with the Kronecker delta written as an `if`.
- `hpp` says that the momenta commute. This excludes kinetic momenta in a magnetic field.
- `hV` says that $V$ commutes with every position, as a local potential does. A non-local pseudopotential generally doesn't.
- `hw` is stationarity: the linear functional `w` vanishes on $[H,B]$ for every $B$.
- `hm` requires $m_i\neq0$, and `hij` in `zero_torque` requires $m_i=m_j$.

Commutativity of the positions with one another is not assumed. The physical reading takes all masses to be non-zero; in Lean, a zero mass elsewhere in the sum would simply remove its kinetic term, since division by zero returns zero.

The functional `w` stands for the average. It may be $\langle\psi|B\psi\rangle$ for an eigenvector $\psi$, or a trace against a density matrix that commutes with $H$. Neither positivity nor normalisation is required. For an unnormalised $\psi$, divide every value by $w(1)=\langle\psi|\psi\rangle$; the identities are unchanged.

The step left to the user is to show that a given eigenstate really supplies such a functional. Position and momentum are unbounded, and $\langle\psi|HB\psi\rangle=\langle H\psi|B\psi\rangle$ can fail through boundary terms or because $B\psi$ lies outside the domain of $H$. Hard walls, singular potentials and periodic cells call for care here: a plane wave in a periodic cell with $V=0$ is stationary, yet its $\langle p_i^2\rangle$ need not vanish. The Lean hypotheses ask for more than the proof uses: `w` must be defined on all of `A`, and `hw` must hold for every $B$. With a Coulomb potential the ordinary average doesn't meet this, since $V^3$ belongs to `A` and $\langle V^3\rangle$ diverges in the hydrogen ground state. The derivation above applies stationarity only to $B=x_ip_j$, and for the torque also to $x_jp_i$. For such a state one can check those averages and follow the derivation directly, but the Lean theorem doesn't cover it with the ordinary average as `w`.

In electronic structure, the derivation applies to exact bound eigenstates of interacting electrons in the field of fixed nuclei, provided that the potential is local, there is no magnetic field and the averages exist as just described. An approximate wavefunction may violate the equalities. In a finite basis the matrices of $x_i$ and $p_i$ can't satisfy the canonical relations, because the trace of a commutator of matrices is zero, so truncation can spoil the balance too.

```lean
import Mathlib

open Finset

namespace TensorVirial

noncomputable section

/- Remark. An instance of all hypotheses below, with unit masses, acts on polynomials in `z_i`:
`x_i = ∂_i + z_i / 2`, `p_i = i (z_i / 2 - ∂_i)`, `V = ∑ x_k² / 2`, and `w(B)` is the value of
the polynomial `B 1` at the origin. -/

variable {ι A : Type*} [Fintype ι] [DecidableEq ι] [Ring A] [Algebra ℂ A]

/-- The Hamiltonian `∑ p_k² / (2 m_k) + V`, for non-zero masses `m_k`. -/
def hamiltonian (m : ι → ℝ) (p : ι → A) (V : A) : A :=
  ∑ k, (1 / (2 * (m k : ℂ))) • p k ^ 2 + V

/-- The potential gradient `i (p V - V p)` along the coordinate conjugate to `p`. -/
def gradient (V p : A) : A := Complex.I • (p * V - V * p)

/-- Velocity: if `V` commutes with the positions and `m_i ≠ 0`, the canonical relations give
`m_i (H x_i - x_i H) = -i p_i`. -/
theorem commutator_position (m : ι → ℝ) (x p : ι → A) (V : A)
    (hxp : ∀ i j, x i * p j - p j * x i = (if i = j then Complex.I else 0) • (1 : A))
    (hV : ∀ i, V * x i = x i * V) (i : ι) (hm : m i ≠ 0) :
    (m i : ℂ) • (hamiltonian m p V * x i - x i * hamiltonian m p V)
      = -(Complex.I • p i) := by
  have hm' : (m i : ℂ) ≠ 0 := by exact_mod_cast hm
  -- only the kinetic term of coordinate `i` fails to commute with `x i`
  have key : ∀ k, p k ^ 2 * x i - x i * p k ^ 2
      = (if i = k then -(2 * Complex.I) else 0) • p k := by
    intro k
    have h : p k ^ 2 * x i - x i * p k ^ 2
        = -((x i * p k - p k * x i) * p k + p k * (x i * p k - p k * x i)) := by
      noncomm_ring
    rw [h, hxp]
    simp only [smul_mul_assoc, one_mul, mul_smul_comm, mul_one]
    split_ifs <;> module
  have hs : hamiltonian m p V * x i - x i * hamiltonian m p V
      = ∑ k, (1 / (2 * (m k : ℂ))) • (p k ^ 2 * x i - x i * p k ^ 2) := by
    unfold hamiltonian
    rw [add_mul, mul_add, Finset.sum_mul, Finset.mul_sum, hV i]
    simp only [smul_mul_assoc, mul_smul_comm, smul_sub, Finset.sum_sub_distrib]
    abel
  rw [hs, Finset.sum_eq_single i]
  · rw [key, if_pos rfl, smul_smul, smul_smul, ← neg_smul]
    congr 1
    field_simp
  · intro k _ hk
    rw [key, if_neg (Ne.symm hk), zero_smul, smul_zero]
  · intro h
    exact absurd (Finset.mem_univ i) h

omit [DecidableEq ι] in
/-- Force: for commuting momenta, `H p_j - p_j H = i V_j`, with `V_j` the potential gradient. -/
theorem commutator_momentum (m : ι → ℝ) (p : ι → A) (V : A)
    (hpp : ∀ i j, p i * p j = p j * p i) (j : ι) :
    hamiltonian m p V * p j - p j * hamiltonian m p V
      = Complex.I • gradient V (p j) := by
  have hk : (∑ k, (1 / (2 * (m k : ℂ))) • p k ^ 2) * p j
      = p j * ∑ k, (1 / (2 * (m k : ℂ))) • p k ^ 2 := by
    rw [Finset.sum_mul, Finset.mul_sum]
    refine Finset.sum_congr rfl fun k _ => ?_
    have hc : Commute (p k) (p j) := hpp k j
    rw [smul_mul_assoc, mul_smul_comm, (hc.pow_left 2).eq]
  unfold hamiltonian gradient
  rw [add_mul, mul_add, hk, smul_smul, Complex.I_mul_I]
  module

omit [Fintype ι] in
/-- If `V` commutes with the positions, the canonical relations make each gradient `V_j`
commute with each position `x_i`. -/
theorem position_mul_gradient (x p : ι → A) (V : A)
    (hxp : ∀ i j, x i * p j - p j * x i = (if i = j then Complex.I else 0) • (1 : A))
    (hV : ∀ i, V * x i = x i * V) (i j : ι) :
    x i * gradient V (p j) = gradient V (p j) * x i := by
  -- the Jacobi identity for `x i`, `p j` and `V`
  have h : x i * (p j * V - V * p j) - (p j * V - V * p j) * x i
      = (x i * p j - p j * x i) * V - V * (x i * p j - p j * x i)
        + (V * x i - x i * V) * p j - p j * (V * x i - x i * V) := by
    noncomm_ring
  unfold gradient
  rw [mul_smul_comm, smul_mul_assoc]
  congr 1
  refine sub_eq_zero.mp (h.trans ?_)
  rw [hxp, hV]
  simp only [sub_self, zero_mul, mul_zero, smul_mul_assoc, mul_smul_comm, one_mul, mul_one,
    add_zero]

/-- Tensor virial theorem: for canonical pairs with commuting momenta, `V` commuting with the
positions and `m_i ≠ 0`, a linear functional `w` that vanishes on all commutators with `H` has
`w(p_i p_j) = m_i w(x_i V_j)`. -/
theorem tensor_virial (m : ι → ℝ) (x p : ι → A) (V : A)
    (hxp : ∀ i j, x i * p j - p j * x i = (if i = j then Complex.I else 0) • (1 : A))
    (hpp : ∀ i j, p i * p j = p j * p i) (hV : ∀ i, V * x i = x i * V)
    (w : A →ₗ[ℂ] ℂ)
    (hw : ∀ B, w (hamiltonian m p V * B - B * hamiltonian m p V) = 0)
    (i j : ι) (hm : m i ≠ 0) :
    w (p i * p j) = m i * w (x i * gradient V (p j)) := by
  -- Leibniz rule for the commutator of `H` with `x i * p j`
  have e : (m i : ℂ) • (hamiltonian m p V * (x i * p j) - x i * p j * hamiltonian m p V)
      = (-Complex.I) • (p i * p j)
        + ((m i : ℂ) * Complex.I) • (x i * gradient V (p j)) := by
    calc _ = ((m i : ℂ) • (hamiltonian m p V * x i - x i * hamiltonian m p V)) * p j
          + (m i : ℂ) • (x i * (hamiltonian m p V * p j - p j * hamiltonian m p V)) := by
          rw [smul_mul_assoc, ← smul_add]
          congr 1
          noncomm_ring
      _ = _ := by
          rw [commutator_position m x p V hxp hV i hm, commutator_momentum m p V hpp j]
          simp only [neg_mul, smul_mul_assoc, mul_smul_comm]
          module
  -- the functional annihilates the left-hand side
  have h := congrArg w e
  rw [map_smul, hw, smul_zero, map_add, map_smul, map_smul, smul_eq_mul, smul_eq_mul] at h
  apply mul_left_cancel₀ Complex.I_ne_zero
  linear_combination h

/-- Zero torque: under the conditions of the tensor virial theorem, if coordinates `i` and `j`
have the same non-zero mass, then `w(x_i V_j - x_j V_i) = 0`. -/
theorem zero_torque (m : ι → ℝ) (x p : ι → A) (V : A)
    (hxp : ∀ i j, x i * p j - p j * x i = (if i = j then Complex.I else 0) • (1 : A))
    (hpp : ∀ i j, p i * p j = p j * p i) (hV : ∀ i, V * x i = x i * V)
    (w : A →ₗ[ℂ] ℂ)
    (hw : ∀ B, w (hamiltonian m p V * B - B * hamiltonian m p V) = 0)
    (i j : ι) (hm : m i ≠ 0) (hij : m i = m j) :
    w (x i * gradient V (p j) - x j * gradient V (p i)) = 0 := by
  have h1 := tensor_virial m x p V hxp hpp hV w hw i j hm
  have h2 := tensor_virial m x p V hxp hpp hV w hw j i (hij ▸ hm)
  -- commuting momenta make the kinetic tensor symmetric
  rw [← hij, ← hpp i j, h1] at h2
  have hm' : (m i : ℂ) ≠ 0 := by exact_mod_cast hm
  rw [map_sub, mul_left_cancel₀ hm' h2, sub_self]

/-- For unit masses, canonical pairs with commuting momenta and `V` commuting with the positions,
a linear functional that vanishes on all commutators with `H` has
`w(p_i p_j) = w(x_i V_j) = w(x_j V_i)`. -/
theorem tensor_virial_unit_mass (x p : ι → A) (V : A)
    (hxp : ∀ i j, x i * p j - p j * x i = (if i = j then Complex.I else 0) • (1 : A))
    (hpp : ∀ i j, p i * p j = p j * p i) (hV : ∀ i, V * x i = x i * V)
    (w : A →ₗ[ℂ] ℂ)
    (hw : ∀ B, w (hamiltonian (fun _ => 1) p V * B - B * hamiltonian (fun _ => 1) p V) = 0)
    (i j : ι) :
    w (p i * p j) = w (x i * gradient V (p j)) ∧
      w (x i * gradient V (p j)) = w (x j * gradient V (p i)) := by
  have h1 := tensor_virial _ x p V hxp hpp hV w hw i j one_ne_zero
  have h2 := zero_torque _ x p V hxp hpp hV w hw i j one_ne_zero rfl
  rw [map_sub] at h2
  exact ⟨by simpa using h1, sub_eq_zero.mp h2⟩

end

end TensorVirial
```

```lean
#print axioms TensorVirial.position_mul_gradient
-- 'TensorVirial.position_mul_gradient' depends on axioms: [propext, Classical.choice, Quot.sound]
#print axioms TensorVirial.zero_torque
-- 'TensorVirial.zero_torque' depends on axioms: [propext, Classical.choice, Quot.sound]
#print axioms TensorVirial.tensor_virial_unit_mass
-- 'TensorVirial.tensor_virial_unit_mass' depends on axioms: [propext, Classical.choice, Quot.sound]
```

### The same steps in the Lean proof

`commutator_position` is the velocity equation multiplied by $m_i$, so its right side is $-\mathrm i\,p_i$. Its internal result `key` computes $[p_k^2,x_i]$: `noncomm_ring` rewrites it in terms of $[x_i,p_k]$ while keeping the order of factors, and `hxp` inserts the canonical value. The equation `hs` uses `hV` to remove the potential and moves the commutator inside the kinetic sum. `Finset.sum_eq_single i` then keeps the one term with $k=i$, and `field_simp` cancels the mass.

`commutator_momentum` is the force equation. Its equation `hk` says that the kinetic energy commutes with $p_j$, term by term, since $p_k^2$ commutes with whatever $p_k$ commutes with. The remaining potential term becomes $\mathrm i\,V_j$ through $\mathrm i^2=-1$. Neither the canonical relations nor a condition on the masses enters.

`position_mul_gradient` settles the ordering question. It expands the Jacobi identity for $x_i$, $p_j$ and $V$, then uses `hxp` and `hV` to make every term vanish or cancel. The virial identity itself doesn't use this lemma; it shows that $x_iV_j$ and $V_jx_i$ are the same observable.

In `tensor_virial`, the equation `e` is the Leibniz rule for $[H,x_ip_j]$ multiplied by $m_i$. The first line of the `calc` block splits the commutator, and the second inserts the velocity and force equations. Applying `w` to both sides with `congrArg` makes the left side zero by `hw`. Linearity leaves
$$0=-\mathrm i\,w(p_ip_j)+\mathrm i\,m_i\,w(x_iV_j),$$
and cancelling the non-zero factor $\mathrm i$ gives the theorem.

`zero_torque` applies this theorem twice, with the indices in both orders. It uses `hpp` to identify $p_jp_i$ with $p_ip_j$ and `hij` to identify the masses, then cancels $m_i$.

Finally, `tensor_virial_unit_mass` sets every mass to one through `fun _ => 1`. Its two conclusions form the chain
$$w(p_ip_j)=w(x_iV_j)=w(x_jV_i).$$
The first equality is the tensor virial theorem with the factor $1$ removed, and the second is zero torque, rearranged.
